# A continuous radial function that decays to zero can be cut off at a finite radius with arbitrarily small uniform error

Let `f` be a real function of a real variable `r`, continuous for `r ≥ 0` and tending to zero as `r → ∞`, such as the radial profile of a decaying orbital; neither normalisation nor any rate of decay is assumed. The lemma states that for every `ε > 0` there are a radius `R ≥ 0` and a function `h`, also continuous for `r ≥ 0`, such that `h` is zero from `R` onwards and differs from `f` by at most `ε` at every real `r`. The attempt builds `h` by subtracting from `f` its own value clamped to the interval `[-ε, ε]`. Where `|f|` is below `ε` the clamp changes nothing and the difference is zero, and everywhere the amount subtracted is at most `ε` in size.

This version doesn't compile in Lean 4 with Mathlib:

```lean
import Mathlib

open Filter Topology

namespace TightGaussianCompleteness

noncomputable section

/-- A continuous radial function that tends to zero at infinity differs by at most `ε` from a
continuous function that vanishes beyond some radius `R`. -/
theorem exists_truncation {f : ℝ → ℝ} (hf : ContinuousOn f (Set.Ici 0))
    (hlim : Tendsto f atTop (𝓝 0)) {ε : ℝ} (hε : 0 < ε) :
    ∃ (h : ℝ → ℝ) (R : ℝ), 0 ≤ R ∧ ContinuousOn h (Set.Ici 0) ∧
      (∀ r, R ≤ r → h r = 0) ∧ ∀ r, |f r - h r| ≤ ε := by
  obtain ⟨R, hR⟩ := Metric.tendsto_atTop.mp hlim ε hε
  -- subtract from `f` its value clamped to `[-ε, ε]`
  refine ⟨fun r => f r - max (-ε) (min ε (f r)), max R 0, le_max_right _ _, ?_, ?_, ?_⟩
  · exact hf.sub (continuousOn_const.max (continuousOn_const.min hf))
  · intro r hr
    have h1 := hR r (le_trans (le_max_left _ _) hr)
    rw [Real.dist_eq, sub_zero, abs_lt] at h1
    show f r - max (-ε) (min ε (f r)) = 0
    rw [min_eq_right h1.2.le, max_eq_right h1.1.le, sub_self]
  · intro r
    show |f r - (f r - max (-ε) (min ε (f r)))| ≤ ε
    rw [sub_sub_cancel, abs_le]
    exact ⟨le_max_left _ _, max_le (by linarith) (min_le_left _ _)⟩

end

end TightGaussianCompleteness
```

Lean reports:

```
Main.lean:18:18: error(lean.unknownIdentifier): Unknown constant `continuousOn_const.max`
```

Diagnosis. The error is in the proof that `h` is continuous for `r ≥ 0`. `continuousOn_const` proves a `ContinuousOn` statement, so writing `.max` after it asks for a lemma of that name about `ContinuousOn`. Lean finds none and reports `continuousOn_const.max` as an unknown constant. The message makes no complaint about the mathematics, nor about the `.min` inside the same expression.

The repair takes the maximum and minimum at the level of `Continuous`, where both lemmas are available. `hclamp` states that the clamp `y ↦ max (-ε) (min ε y)` is continuous on the whole real line, and is proved from `continuous_const` and `continuous_id`. Then `hclamp.comp_continuousOn hf` composes the clamp with `f`, which gives continuity of the clamped function on `Set.Ici 0`, the set where `f` is known to be continuous. That is what `hf.sub` needs for the difference. The definition of `h` and the rest of the proof are unchanged.

Fix (accepted with no message):

```diff
@@ -16,5 +16,7 @@
   -- subtract from `f` its value clamped to `[-ε, ε]`
   refine ⟨fun r => f r - max (-ε) (min ε (f r)), max R 0, le_max_right _ _, ?_, ?_, ?_⟩
-  · exact hf.sub (continuousOn_const.max (continuousOn_const.min hf))
+  · have hclamp : Continuous fun y : ℝ => max (-ε) (min ε y) :=
+      continuous_const.max (continuous_const.min continuous_id)
+    exact hf.sub (hclamp.comp_continuousOn hf)
   · intro r hr
     have h1 := hR r (le_trans (le_max_left _ _) hr)
```
